# The f-sum plasmon pole makes the Coulomb-hole term of a state above the evaluation energy too deep when positive-weight loss modes differ in frequency

Take two loss modes of equal static weight, with that weight as the unit and with frequencies 1 and 7. For an intermediate state lying 1 above the evaluation energy, their Coulomb-hole terms have the magnitudes w/(w + 1), up to a common prefactor. The sum is

1/2 + 7/8 = 1.375.

Now replace them by a single pole of weight 2 at the root-mean-square frequency √((1 + 49)/2) = 5. It gives

2 · 5/6 ≈ 1.667,

which is larger. As a function of the squared frequency u, the term √u/(√u + 1) is concave, so its average over u = 1 and u = 49 lies below its value at the average, u = 25.

## Loss modes and their single-pole replacement

For one diagonal element, let the inverse dielectric function be

ε⁻¹(ω) = 1 − Σ_k a_k w_k²/(w_k² − ω²),

with finitely many undamped modes of frequency w_k and static weight a_k. In the GW self-energy, an intermediate state at energy distance x above the evaluation energy then contributes a Coulomb-hole term proportional to −M(x), where

M(x) = Σ_k a_k w_k/(w_k + x).

The single pole has weight A = Σ_k a_k, which keeps the static screening, and frequency W = √(Σ_k a_k w_k²/A), which keeps the f-sum Σ_k a_k w_k². Its magnitude is P(x) = A W/(W + x). Frequencies and x share one energy unit, and the common positive prefactor is left out.

In Lean, the finite type `ι` labels the modes, and `a` and `w` are real functions on it. The definitions `holeTerm`, `modeHole`, `staticWeight`, `poleFreq` and `poleHole` stand for a w/(w + x), M, A, W and P. The hypotheses `ha` and `hw` make all weights and frequencies positive. Positive weights describe a passive medium's loss in a diagonal element; off-diagonal elements can have weights of either sign.

For GW calculations whose plasmon pole is fixed by the static screening and the f-sum, the result fixes the sign of the error in this one Coulomb-hole term, within a model of finitely many undamped, positive-weight modes and for x > 0. It does not fix the sign of the error in the full self-energy, which also contains screened exchange, off-diagonal elements and Coulomb-hole terms with x < 0.

```lean
import Mathlib

open Finset

namespace PlasmonPoleCoulombHole

noncomputable section

variable {ι : Type*} [Fintype ι]

/-- Coulomb-hole magnitude, without its common prefactor, of one mode of static weight `a` and
frequency `w` at energy distance `x`; the domain is `w + x ≠ 0`. -/
def holeTerm (a w x : ℝ) : ℝ := a * w / (w + x)

/-- Coulomb-hole magnitude of the full loss spectrum, summed over its modes; the domain is
`w k + x ≠ 0` for every mode. -/
def modeHole (a w : ι → ℝ) (x : ℝ) : ℝ := ∑ k, holeTerm (a k) (w k) x

/-- Total static weight of the loss spectrum. -/
def staticWeight (a : ι → ℝ) : ℝ := ∑ k, a k

/-- Frequency of the f-sum plasmon pole: the root of the weighted mean square mode frequency. The
domain is nonzero total static weight and a nonnegative weighted mean square. -/
def poleFreq (a w : ι → ℝ) : ℝ := √((∑ k, a k * w k ^ 2) / staticWeight a)

/-- Coulomb-hole magnitude of the single f-sum plasmon pole; the domain is nonzero total static
weight, a nonnegative weighted mean square frequency and `poleFreq a w + x ≠ 0`. -/
def poleHole (a w : ι → ℝ) (x : ℝ) : ℝ := holeTerm (staticWeight a) (poleFreq a w) x
```

## (a) The sign of the pole frequency

**Task.** For at least one mode, with positive weights and frequencies, show that

W > 0.

**Solution.** Both A = Σ_k a_k and Σ_k a_k w_k² are nonempty sums of positive terms. Their quotient is positive, and so is its square root. The code obtains the two sums from `Finset.sum_pos` and finishes with `Real.sqrt_pos`.

```lean
/-- For a nonempty spectrum with positive weights and frequencies, the plasmon-pole frequency
is positive. -/
theorem poleFreq_pos [Nonempty ι] {a w : ι → ℝ} (ha : ∀ k, 0 < a k) (hw : ∀ k, 0 < w k) :
    0 < poleFreq a w := by
  have hA : 0 < staticWeight a := Finset.sum_pos (fun k _ => ha k) Finset.univ_nonempty
  have hS : 0 < ∑ k, a k * w k ^ 2 :=
    Finset.sum_pos (fun k _ => mul_pos (ha k) (pow_pos (hw k) 2)) Finset.univ_nonempty
  exact Real.sqrt_pos.mpr (div_pos hS hA)
```

## (b) The sum rule carried by the pole

**Task.** At large ω, the leading part of ε⁻¹(ω) − 1 is Σ_k a_k w_k²/ω². Show that the pole has the same coefficient:

A W² = Σ_k a_k w_k².

**Solution.** The quotient under the root is nonnegative, so squaring W returns Σ_k a_k w_k²/A. Multiplying by A > 0 gives the claim. `Real.sq_sqrt` removes the root and `field_simp` cancels A. Only the weights need to be positive here.

```lean
/-- For a nonempty spectrum with positive weights, the plasmon pole carries the same f-sum as
the modes. -/
theorem pole_fsum [Nonempty ι] {a : ι → ℝ} (w : ι → ℝ) (ha : ∀ k, 0 < a k) :
    staticWeight a * poleFreq a w ^ 2 = ∑ k, a k * w k ^ 2 := by
  have hA : 0 < staticWeight a := Finset.sum_pos (fun k _ => ha k) Finset.univ_nonempty
  have hS : 0 ≤ ∑ k, a k * w k ^ 2 :=
    Finset.sum_nonneg (fun k _ => mul_nonneg (ha k).le (sq_nonneg _))
  rw [poleFreq, Real.sq_sqrt (div_nonneg hS hA.le)]
  field_simp
```

## (c) One mode against its tangent

**Task.** For w, W > 0 and x ≥ 0, compare a w/(w + x) with its tangent in the variable w², taken at W². Show that

a W/(W + x) + a x (w² − W²)/(2W(W + x)²) − a w/(w + x)
= x/(2W(W + x)²) · a (w − W)² (w + 2W + x)/(w + x).

**Solution.** The derivative with respect to w is a x/(w + x)². Dividing by 2w gives the derivative with respect to w², which at W is the slope in the task. Next,

a W/(W + x) − a w/(w + x) = −a x (w − W)/((W + x)(w + x)).

Adding the linear term over a common denominator gives

a x (w − W) [(w + W)(w + x) − 2W(W + x)] / (2W(W + x)²(w + x)).

The bracket factorises:

w² + wW − 2W² + x(w − W) = (w − W)(w + 2W + x).

This supplies the second factor w − W. In the code, `field_simp` clears the nonzero denominators and `ring` compares the polynomials. The weight a may be any real number in this identity.

```lean
/-- For positive frequencies `w`, `W` and `x ≥ 0`, the tangent in the squared frequency at `W`
differs from the Coulomb-hole term at `w` by an explicit multiple of `(w - W) ^ 2`. -/
theorem tangent_gap (a : ℝ) {w W x : ℝ} (hw : 0 < w) (hW : 0 < W) (hx : 0 ≤ x) :
    holeTerm a W x + a * x * (w ^ 2 - W ^ 2) / (2 * W * (W + x) ^ 2) - holeTerm a w x
      = x / (2 * W * (W + x) ^ 2) * (a * (w - W) ^ 2 * (w + 2 * W + x) / (w + x)) := by
  have h1 : w + x ≠ 0 := by positivity
  have h2 : W + x ≠ 0 := by positivity
  have h3 : W ≠ 0 := hW.ne'
  unfold holeTerm
  field_simp
  ring
```

## (d) The error as a sum over modes

**Task.** For at least one mode, positive weights and frequencies, and x ≥ 0, show that

P(x) − M(x) = x/(2W(W + x)²) · Σ_k a_k (w_k − W)² (w_k + 2W + x)/(w_k + x).

**Solution.** Apply (c) to each mode and sum. The first terms add up to A W/(W + x) = P(x), and the last to M(x). The linear terms give

x/(2W(W + x)²) · (Σ_k a_k w_k² − A W²) = 0

by (b). In the opening example, with x = 1 and W = 5, the formula gives (96 + 9)/360 ≈ 0.292, the difference found there.

The proof replaces `poleFreq a w` by a letter W, keeping only its positivity and the sum rule. Then `h1` sums the constant terms, `h2` removes the linear ones, and the `calc` block applies `tangent_gap` mode by mode.

```lean
/-- Exact error of the plasmon pole in the Coulomb hole, for a nonempty spectrum with positive
weights and frequencies and `x ≥ 0`. -/
theorem pole_error [Nonempty ι] {a w : ι → ℝ} {x : ℝ} (ha : ∀ k, 0 < a k)
    (hw : ∀ k, 0 < w k) (hx : 0 ≤ x) :
    poleHole a w x - modeHole a w x
      = x / (2 * poleFreq a w * (poleFreq a w + x) ^ 2) *
        ∑ k, a k * (w k - poleFreq a w) ^ 2 * (w k + 2 * poleFreq a w + x) / (w k + x) := by
  have hW := poleFreq_pos ha hw
  have hsq := pole_fsum w ha
  unfold poleHole modeHole
  generalize poleFreq a w = W at hW hsq ⊢
  have h1 : ∑ k, holeTerm (a k) W x = holeTerm (staticWeight a) W x := by
    simp only [holeTerm, staticWeight, Finset.sum_mul, Finset.sum_div]
  -- the f-sum relation removes the term linear in the squared frequencies
  have h2 : ∑ k, a k * x * (w k ^ 2 - W ^ 2) / (2 * W * (W + x) ^ 2) = 0 := by
    have h : ∑ k, a k * x * (w k ^ 2 - W ^ 2) / (2 * W * (W + x) ^ 2)
        = x / (2 * W * (W + x) ^ 2) * (∑ k, a k * w k ^ 2 - staticWeight a * W ^ 2) := by
      rw [staticWeight, Finset.sum_mul, ← Finset.sum_sub_distrib, Finset.mul_sum]
      exact Finset.sum_congr rfl (fun k _ => by ring)
    rw [h, hsq, sub_self, mul_zero]
  calc holeTerm (staticWeight a) W x - ∑ k, holeTerm (a k) (w k) x
      = ∑ k, (holeTerm (a k) W x + a k * x * (w k ^ 2 - W ^ 2) / (2 * W * (W + x) ^ 2)
          - holeTerm (a k) (w k) x) := by
        rw [Finset.sum_sub_distrib, Finset.sum_add_distrib, h1, h2, add_zero]
    _ = _ := by
        rw [Finset.mul_sum]
        exact Finset.sum_congr rfl (fun k _ => tangent_gap (a k) (hw k) hW hx)
```

## (e) The strict inequality

**Task.** Let all weights and frequencies be positive, let x > 0, and let at least two frequencies differ. Show that

M(x) < P(x).

**Solution.** Every term of the sum in (d) is nonnegative. If all w_k equalled W, no two frequencies could differ, so some w_k ≠ W, and its term is positive. The prefactor is positive because x > 0. At x = 0 both magnitudes equal A, so the inequality is then no longer strict.

In `modeHole_lt_poleHole`, the hypothesis `hne` supplies the two distinct frequencies, `hk` finds the mode away from the pole, and `Finset.sum_pos'` combines nonnegative terms with one positive term. The code stands after (f), together with the equality case.

## (f) When the pole is exact

**Task.** For at least one mode, positive weights and frequencies, and x > 0, show that

M(x) = P(x) if and only if w_i = w_j for all i, j.

**Solution.** If two frequencies differ, (e) excludes equality. Conversely, if every mode has the same frequency w, then (b) reads A W² = A w². Since A, W and w are positive, W = w, and every term in (d) vanishes. A single mode is the smallest instance: the pole is then that mode.

The first direction of `modeHole_eq_poleHole_iff` calls the strict inequality. The second cancels A with `mul_left_cancel₀`, compares the squares of positive numbers, and inserts the result into `pole_error`.

```lean
/-- For positive weights and frequencies, at least two frequencies distinct, and `x > 0`, the
f-sum plasmon pole makes the Coulomb hole strictly too deep. -/
theorem modeHole_lt_poleHole {a w : ι → ℝ} {x : ℝ} (ha : ∀ k, 0 < a k)
    (hw : ∀ k, 0 < w k) (hx : 0 < x) (hne : ∃ i j, w i ≠ w j) :
    modeHole a w x < poleHole a w x := by
  obtain ⟨i, j, hij⟩ := hne
  have : Nonempty ι := ⟨i⟩
  have hW := poleFreq_pos ha hw
  -- some mode lies away from the pole
  have hk : ∃ k, w k ≠ poleFreq a w := by
    by_contra h
    have h' : ∀ k, w k = poleFreq a w := fun k => by
      by_contra hk
      exact h ⟨k, hk⟩
    exact hij ((h' i).trans (h' j).symm)
  obtain ⟨k, hk⟩ := hk
  rw [← sub_pos, pole_error ha hw hx.le]
  refine mul_pos (by positivity) (Finset.sum_pos' (fun l _ => ?_) ⟨k, Finset.mem_univ k, ?_⟩)
  · have h1 := ha l
    have h2 := hw l
    positivity
  · have h1 := ha k
    have h2 := hw k
    have h3 : 0 < (w k - poleFreq a w) ^ 2 :=
      lt_of_le_of_ne (sq_nonneg _) (pow_ne_zero 2 (sub_ne_zero.mpr hk)).symm
    positivity
/-- For a nonempty spectrum with positive weights and frequencies and `x > 0`, the plasmon pole
gives the exact Coulomb hole if and only if all mode frequencies coincide. -/
theorem modeHole_eq_poleHole_iff [Nonempty ι] {a w : ι → ℝ} {x : ℝ} (ha : ∀ k, 0 < a k)
    (hw : ∀ k, 0 < w k) (hx : 0 < x) :
    modeHole a w x = poleHole a w x ↔ ∀ i j, w i = w j := by
  constructor
  · intro h i j
    by_contra hij
    exact (modeHole_lt_poleHole ha hw hx ⟨i, j, hij⟩).ne h
  · intro h
    have hA : 0 < staticWeight a := Finset.sum_pos (fun k _ => ha k) Finset.univ_nonempty
    -- the pole then sits at the common frequency
    have hk : ∀ k, w k = poleFreq a w := by
      intro k
      have h1 : staticWeight a * poleFreq a w ^ 2 = staticWeight a * w k ^ 2 := by
        rw [pole_fsum w ha, staticWeight, Finset.sum_mul]
        exact Finset.sum_congr rfl (fun l _ => by rw [h l k])
      have h2 := mul_left_cancel₀ hA.ne' h1
      exact ((sq_eq_sq₀ (poleFreq_pos ha hw).le (hw k).le).mp h2).symm
    have h0 : poleHole a w x - modeHole a w x = 0 := by
      rw [pole_error ha hw hx.le, Finset.sum_eq_zero, mul_zero]
      intro k _
      rw [sub_eq_zero.mpr (hk k)]
      simp
    linarith
```

## (g) Bounds from the spread of the spectrum

**Task.** Let S = Σ_k a_k (w_k − W)² be the weighted spread about the pole. For at least one mode, positive weights and frequencies, and x ≥ 0, show that

x S/(2W(W + x)²) ≤ P(x) − M(x) ≤ (x + 2W) S/(2W(W + x)²).

**Solution.** For the lower bound, use (w_k + 2W + x)/(w_k + x) ≥ 1 in each term of (d). For the upper bound, compute

(x + 2W) − x(w_k + 2W + x)/(w_k + x) = 2W w_k/(w_k + x) ≥ 0,

multiply by a_k (w_k − W)²/(2W(W + x)²), and sum.

As x → ∞ with the spectrum fixed, both bounds behave as S/(2W x), and therefore so does the error. At x = 0 the lower bound is zero and agrees with the error, while the upper bound is S/W².

The code compares the sums term by term with `Finset.sum_le_sum`. For the upper bound, `h5` is the displayed difference after multiplication, and `h6` states that it is nonnegative.

```lean
/-- For a nonempty spectrum with positive weights and frequencies and `x ≥ 0`, the plasmon-pole
error is bounded below and above by multiples of the weighted spread of the modes about the
pole. -/
theorem pole_error_bounds [Nonempty ι] {a w : ι → ℝ} {x : ℝ} (ha : ∀ k, 0 < a k)
    (hw : ∀ k, 0 < w k) (hx : 0 ≤ x) :
    x / (2 * poleFreq a w * (poleFreq a w + x) ^ 2) * ∑ k, a k * (w k - poleFreq a w) ^ 2
        ≤ poleHole a w x - modeHole a w x ∧
      poleHole a w x - modeHole a w x
        ≤ (x + 2 * poleFreq a w) / (2 * poleFreq a w * (poleFreq a w + x) ^ 2) *
          ∑ k, a k * (w k - poleFreq a w) ^ 2 := by
  have hW := poleFreq_pos ha hw
  rw [pole_error ha hw hx]
  generalize poleFreq a w = W at hW ⊢
  constructor
  · refine mul_le_mul_of_nonneg_left (Finset.sum_le_sum fun k _ => ?_) (by positivity)
    have h1 := ha k
    have h2 := hw k
    rw [le_div_iff₀ (by positivity)]
    exact mul_le_mul_of_nonneg_left (by linarith) (by positivity)
  · rw [Finset.mul_sum, Finset.mul_sum]
    refine Finset.sum_le_sum fun k _ => ?_
    have h1 := ha k
    have h2 := hw k
    have h3 : w k + x ≠ 0 := by positivity
    have h4 : W + x ≠ 0 := by positivity
    -- the difference of the two sides is manifestly nonnegative
    have h5 : (x + 2 * W) / (2 * W * (W + x) ^ 2) * (a k * (w k - W) ^ 2)
        - x / (2 * W * (W + x) ^ 2) * (a k * (w k - W) ^ 2 * (w k + 2 * W + x) / (w k + x))
        = a k * (w k - W) ^ 2 * w k / ((W + x) ^ 2 * (w k + x)) := by
      field_simp
      ring
    have h6 : 0 ≤ a k * (w k - W) ^ 2 * w k / ((W + x) ^ 2 * (w k + x)) := by positivity
    linarith

end

end PlasmonPoleCoulombHole
```

```lean
#print axioms PlasmonPoleCoulombHole.modeHole_lt_poleHole
#print axioms PlasmonPoleCoulombHole.modeHole_eq_poleHole_iff
#print axioms PlasmonPoleCoulombHole.pole_error_bounds
```

```
'PlasmonPoleCoulombHole.modeHole_lt_poleHole' depends on axioms: [propext, Classical.choice, Quot.sound]
'PlasmonPoleCoulombHole.modeHole_eq_poleHole_iff' depends on axioms: [propext, Classical.choice, Quot.sound]
'PlasmonPoleCoulombHole.pole_error_bounds' depends on axioms: [propext, Classical.choice, Quot.sound]
```
